# The system-averaged exchange hole of a one-electron ion in closed form

Evaluated directly from its definition, the averaged exchange hole of the hydrogen atom costs a double integral at every separation u between the reference point and a point in the hole. Small separations are awkward in the two-distance form of that integral, because a factor 1/u multiplies a quantity that itself tends to zero.

The exchange hole of a single electron is minus its own density, and its Coulomb energy cancels the electron's spurious self-repulsion. Averaged over the nonrelativistic ground-state density of a one-electron ion with a fixed point nucleus of charge Z > 0, it is, in atomic units and for u ≥ 0,

h(u) = −(Z³/(8π)) e^(−2Zu) (1 + 2Zu + 4Z²u²/3).

This gives density-functional models of the hole an exact one-electron reference.

## The density and its hole

In Lean 4 with Mathlib:

```lean
import Mathlib

open Real Set MeasureTheory Filter Topology

namespace HydrogenExchangeHole

noncomputable section
```

In the code below, `Ioi c` is the half-line r > c, and `∫ t in a..b` is an integral from a to b.

```lean
/-- Ground-state electron density of a one-electron ion with nuclear charge `Z`, at distance `r`
from the nucleus, in atomic units. -/
def hydrogenicDensity (Z r : ℝ) : ℝ := Z ^ 3 / π * exp (-(2 * Z) * r)
```

This is the 1s density ρ(r) = Z³e^(−2Zr)/π. It enters as a definition: that it belongs to the ground state of an electron bound to a fixed point nucleus, without relativity, is taken from quantum mechanics and not derived here.

```lean
/-- System-averaged exchange hole at separation `u` of one electron with spherical density `ρ`:
the hole `-ρ` around each reference point, averaged over the density. Here `t` is the cosine of
the angle between the position and the separation. -/
def averagedHole (ρ : ℝ → ℝ) (u : ℝ) : ℝ :=
  -(2 * π * ∫ r in Ioi (0 : ℝ), r ^ 2 * ρ r *
    ∫ t in (-1 : ℝ)..1, ρ (√(r ^ 2 + u ^ 2 + 2 * r * u * t)))
```

For a spherical density ρ,

h(u) = −2π ∫₀^∞ r² ρ(r) ∫₋₁¹ ρ(√(r² + u² + 2rut)) dt dr.

The reference point lies at distance r from the nucleus, t is the cosine of the angle between position and separation, and the root is the second point's distance from the nucleus. The azimuth gives 2π. The hole −ρ is built in, so the definition describes one electron only.

## Quadratics times exponentials

```lean
/-- Derivative of a quadratic polynomial times an exponential. -/
theorem hasDerivAt_quad_exp (A B C b r : ℝ) :
    HasDerivAt (fun r : ℝ => (A * r ^ 2 + B * r + C) * exp (-b * r))
      ((2 * A * r + B - b * (A * r ^ 2 + B * r + C)) * exp (-b * r)) r := by
  have h1 : HasDerivAt (fun r : ℝ => exp (-b * r)) (exp (-b * r) * (-b * 1)) r :=
    ((hasDerivAt_id' r).const_mul (-b)).exp
  have h2 : HasDerivAt (fun r : ℝ => A * r ^ 2 + B * r + C)
      (A * (((2 : ℕ) : ℝ) * r ^ 1) + B * 1) r :=
    (((hasDerivAt_pow 2 r).const_mul A).fun_add ((hasDerivAt_id' r).const_mul B)).add_const C
  refine (h2.fun_mul h1).congr_deriv ?_
  push_cast
  ring
```

The product rule gives

d/dr [(Ar² + Br + C)e^(−br)] = (2Ar + B − b(Ar² + Br + C))e^(−br).

```lean
/-- A quadratic polynomial times a decaying exponential vanishes at large distance. -/
theorem tendsto_quad_exp {b : ℝ} (hb : 0 < b) (A B C : ℝ) :
    Tendsto (fun r : ℝ => (A * r ^ 2 + B * r + C) * exp (-b * r)) atTop (𝓝 0) := by
  have h (n : ℕ) : Tendsto (fun r : ℝ => (b * r) ^ n * exp (-(b * r))) atTop (𝓝 0) :=
    (Real.tendsto_pow_mul_exp_neg_atTop_nhds_zero n).comp (tendsto_id.const_mul_atTop hb)
  have h3 := (((h 2).const_mul (A / b ^ 2)).add ((h 1).const_mul (B / b))).add
    ((h 0).const_mul C)
  simp only [mul_zero, add_zero] at h3
  refine h3.congr fun r => ?_
  have e1 : A / b ^ 2 * (b * r) ^ 2 = A * r ^ 2 := by field_simp
  have e2 : B / b * (b * r) = B * r := by field_simp
  simp only [neg_mul]
  linear_combination exp (-(b * r)) * (e1 + e2)
```

For b > 0 the product tends to zero as r → ∞, since each power of br loses against e^(−br).

```lean
/-- A quadratic polynomial without constant term, times a decaying exponential, is integrable
from any radius outwards. -/
theorem integrableOn_quad_exp {b : ℝ} (hb : 0 < b) (p q c : ℝ) :
    IntegrableOn (fun r : ℝ => (p * r ^ 2 + q * r) * exp (-b * r)) (Ioi c) := by
  -- half of the exponential tames the polynomial, the other half is integrable
  have ht := (tendsto_quad_exp (half_pos hb) p q 0).isBigO_one ℝ
  refine integrable_of_isBigO_exp_neg (half_pos hb) (by fun_prop) ?_
  refine (ht.mul (Asymptotics.isBigO_refl (fun r : ℝ => exp (-(b / 2) * r)) atTop)).congr
    (fun r => ?_) (fun r => one_mul _)
  have e : exp (-(b / 2) * r) * exp (-(b / 2) * r) = exp (-b * r) := by
    rw [← Real.exp_add]; congr 1; ring
  show (p * r ^ 2 + q * r + 0) * exp (-(b / 2) * r) * exp (-(b / 2) * r) = _
  linear_combination (p * r ^ 2 + q * r) * e
```

For integrability, write e^(−br) as e^(−br/2) · e^(−br/2). One factor keeps the polynomial bounded at large r; the other is integrable.

```lean
/-- Closed form of the radial tail integral of a quadratic polynomial without constant term
times a decaying exponential. -/
theorem integral_quad_exp {b : ℝ} (hb : 0 < b) (p q c : ℝ) :
    ∫ r in Ioi c, (p * r ^ 2 + q * r) * exp (-b * r) =
      (p / b * c ^ 2 + (q / b + 2 * p / b ^ 2) * c + (q / b ^ 2 + 2 * p / b ^ 3))
        * exp (-b * c) := by
  have hd : ∀ r ∈ Ici c, HasDerivAt (fun r : ℝ => (-(p / b) * r ^ 2 +
      -(q / b + 2 * p / b ^ 2) * r + -(q / b ^ 2 + 2 * p / b ^ 3)) * exp (-b * r))
      ((p * r ^ 2 + q * r) * exp (-b * r)) r := by
    intro r _
    refine (hasDerivAt_quad_exp _ _ _ b r).congr_deriv ?_
    congr 1
    field_simp
    ring
  refine (integral_Ioi_of_hasDerivAt_of_tendsto' hd (integrableOn_quad_exp hb p q c)
    (tendsto_quad_exp hb _ _ _)).trans ?_
  simp only [zero_sub]
  ring
```

The tail integral is

∫_c^∞ (pr² + qr)e^(−br) dr = [pc²/b + (q/b + 2p/b²)c + q/b² + 2p/b³] e^(−bc).

Minus the right-hand side, with c replaced by r, is an antiderivative by the product rule, and it vanishes at infinity.

## From an angle to a distance

```lean
/-- Bipolar coordinates: for positive `r` and `u` and continuous `f`, the angular integral of `f`
at the distance `√(r² + u² + 2rut)` becomes an integral over that distance. -/
theorem bipolar_substitution {f : ℝ → ℝ} (hf : Continuous f) {r u : ℝ} (hr : 0 < r)
    (hu : 0 < u) :
    r * u * ∫ t in (-1 : ℝ)..1, f (√(r ^ 2 + u ^ 2 + 2 * r * u * t)) =
      ∫ s in |r - u|..(r + u), s * f s := by
  have hg : Continuous fun s : ℝ => s * f s := by fun_prop
  have hP : Continuous fun x : ℝ => ∫ s in (0 : ℝ)..x, s * f s :=
    intervalIntegral.continuous_primitive (fun a b => hg.intervalIntegrable a b) 0
  have hs : Continuous fun t : ℝ => √(r ^ 2 + u ^ 2 + 2 * r * u * t) := by fun_prop
  have hi : Continuous fun t : ℝ => r * u * f (√(r ^ 2 + u ^ 2 + 2 * r * u * t)) :=
    continuous_const.mul (hf.comp hs)
  have alg : ∀ s y : ℝ, 0 < s → s * y * (2 * r * u / (2 * s)) = r * u * y := by
    intro s y hs
    field_simp
  -- the distance is differentiable in the open interval, where it is positive
  have hd : ∀ t ∈ Ioo (-1 : ℝ) 1, HasDerivAt
      (fun t : ℝ => ∫ s in (0 : ℝ)..√(r ^ 2 + u ^ 2 + 2 * r * u * t), s * f s)
      (r * u * f (√(r ^ 2 + u ^ 2 + 2 * r * u * t))) t := by
    intro t ht
    have hq : 0 < r ^ 2 + u ^ 2 + 2 * r * u * t := by
      nlinarith [sq_nonneg (r - u),
        mul_pos (mul_pos hr hu) (by linarith [ht.1] : (0 : ℝ) < 1 + t)]
    have h1 : HasDerivAt (fun t : ℝ => r ^ 2 + u ^ 2 + 2 * r * u * t) (2 * r * u) t := by
      simpa using ((hasDerivAt_id' t).const_mul (2 * r * u)).const_add (r ^ 2 + u ^ 2)
    exact ((hg.integral_hasStrictDerivAt 0 _).hasDerivAt.comp t (h1.sqrt hq.ne')).congr_deriv
      (alg _ _ (Real.sqrt_pos.2 hq))
  have e1 : √(r ^ 2 + u ^ 2 + 2 * r * u * 1) = r + u := by
    rw [show r ^ 2 + u ^ 2 + 2 * r * u * 1 = (r + u) ^ 2 by ring, Real.sqrt_sq (by positivity)]
  have e2 : √(r ^ 2 + u ^ 2 + 2 * r * u * (-1)) = |r - u| := by
    rw [show r ^ 2 + u ^ 2 + 2 * r * u * (-1) = (r - u) ^ 2 by ring, Real.sqrt_sq_eq_abs]
  rw [← intervalIntegral.integral_const_mul]
  refine (intervalIntegral.integral_eq_sub_of_hasDerivAt_of_le (by norm_num)
    (hP.comp hs).continuousOn hd (hi.intervalIntegrable _ _)).trans ?_
  simp only [Function.comp_apply, e1, e2]
  exact intervalIntegral.integral_interval_sub_left (hg.intervalIntegrable _ _)
    (hg.intervalIntegrable _ _)
```

For r, u > 0 and continuous f,

ru ∫₋₁¹ f(√(r² + u² + 2rut)) dt = ∫_|r−u|^(r+u) s f(s) ds.

Here s is a distance, not the reduced density gradient. By hand, s² = r² + u² + 2rut gives s ds = ru dt, and t = −1 and t = 1 give the limits |r−u| and r+u.

If r = u, the root vanishes at t = −1 and ds/dt = ru/s diverges. The proof therefore differentiates the primitive of s f(s), evaluated at s(t), only for −1 < t < 1 (`hd`). Continuity at the endpoints is enough for the fundamental theorem of calculus.

## The double integral

```lean
/-- The bipolar integral of two equal exponentials with decay constant `a > 0`, at separation
`u > 0`, in closed form. -/
theorem exponential_bipolar_integral {a u : ℝ} (ha : 0 < a) (hu : 0 < u) :
    2 * π / u * ∫ r in Ioi (0 : ℝ), r * exp (-a * r) *
      ∫ s in |r - u|..(r + u), s * exp (-a * s) =
    π * exp (-a * u) * (1 + a * u + (a * u) ^ 2 / 3) / a ^ 3 := by
  have inner (x y : ℝ) : ∫ s in x..y, s * exp (-a * s) =
      (x / a + 1 / a ^ 2) * exp (-a * x) - (y / a + 1 / a ^ 2) * exp (-a * y) := by
    have hc : Continuous fun s : ℝ => s * exp (-a * s) := by fun_prop
    refine (intervalIntegral.integral_eq_sub_of_hasDerivAt (fun s _ =>
      (hasDerivAt_quad_exp 0 (-(1 / a)) (-(1 / a ^ 2)) a s).congr_deriv ?_)
      (hc.intervalIntegrable _ _)).trans ?_
    · congr 1
      field_simp
      ring
    · ring
  -- `D` comes from the lower limit `|r - u|`, the subtracted term from the upper limit
  obtain ⟨D, hD⟩ : ∃ D : ℝ → ℝ, ∀ r, D r =
      r * exp (-a * r) * ((|r - u| / a + 1 / a ^ 2) * exp (-a * |r - u|)) :=
    ⟨_, fun _ => rfl⟩
  have hDc : Continuous D := by
    rw [show D = _ from funext hD]
    fun_prop
  have near : ∀ r ∈ Ioc 0 u, D r = -(exp (-a * u) / a) * r ^ 2 +
      exp (-a * u) * (u / a + 1 / a ^ 2) * r := by
    intro r hr
    have e : exp (-a * r) * exp (-a * -(r - u)) = exp (-a * u) := by
      rw [← Real.exp_add]; congr 1; ring
    rw [hD, abs_of_nonpos (by linarith [hr.2])]
    linear_combination r * (-(r - u) / a + 1 / a ^ 2) * e
  have far : ∀ r ∈ Ioi u, D r = (exp (a * u) / a * r ^ 2 +
      exp (a * u) * (1 / a ^ 2 - u / a) * r) * exp (-(2 * a) * r) := by
    intro r hr
    have e : exp (-a * r) * exp (-a * (r - u)) = exp (a * u) * exp (-(2 * a) * r) := by
      rw [← Real.exp_add, ← Real.exp_add]; congr 1; ring
    rw [hD, abs_of_pos (sub_pos.2 hr)]
    linear_combination r * ((r - u) / a + 1 / a ^ 2) * e
  have h2a : 0 < 2 * a := by positivity
  have iN : IntegrableOn D (Ioc 0 u) := hDc.integrableOn_Ioc
  have iF : IntegrableOn D (Ioi u) :=
    (integrableOn_quad_exp h2a _ _ u).congr_fun (fun r hr => (far r hr).symm) measurableSet_Ioi
  have iD : IntegrableOn D (Ioi 0) := by
    rw [← Ioc_union_Ioi_eq_Ioi hu.le]
    exact iN.union iF
  have poly (A B : ℝ) : ∫ r in (0 : ℝ)..u, (A * r ^ 2 + B * r) =
      A / 3 * u ^ 3 + B / 2 * u ^ 2 := by
    have hc : Continuous fun r : ℝ => A * r ^ 2 + B * r := by fun_prop
    refine (intervalIntegral.integral_eq_sub_of_hasDerivAt (fun r _ =>
      (((hasDerivAt_pow 3 r).const_mul (A / 3)).fun_add
        ((hasDerivAt_pow 2 r).const_mul (B / 2))).congr_deriv ?_)
      (hc.intervalIntegrable _ _)).trans ?_
    · show A / 3 * (((3 : ℕ) : ℝ) * r ^ 2) + B / 2 * (((2 : ℕ) : ℝ) * r ^ 1) = _
      push_cast
      ring
    · ring
  have total : ∫ r in Ioi (0 : ℝ), r * exp (-a * r) *
      ∫ s in |r - u|..(r + u), s * exp (-a * s) =
      exp (-a * u) * (u ^ 3 / (6 * a) + u ^ 2 / (2 * a ^ 2) + u / (2 * a ^ 3)) := by
    have split : ∀ r ∈ Ioi (0 : ℝ), r * exp (-a * r) *
        ∫ s in |r - u|..(r + u), s * exp (-a * s) =
        D r - (exp (-a * u) / a * r ^ 2 + exp (-a * u) * (u / a + 1 / a ^ 2) * r)
          * exp (-(2 * a) * r) := by
      intro r _
      have e : exp (-a * r) * exp (-a * (r + u)) = exp (-a * u) * exp (-(2 * a) * r) := by
        rw [← Real.exp_add, ← Real.exp_add]; congr 1; ring
      rw [inner, hD]
      linear_combination -(r * ((r + u) / a + 1 / a ^ 2)) * e
    have e : exp (a * u) * exp (-(2 * a) * u) = exp (-a * u) := by
      rw [← Real.exp_add]; congr 1; ring
    rw [setIntegral_congr_fun measurableSet_Ioi split,
      integral_sub iD (integrableOn_quad_exp h2a _ _ 0), integral_quad_exp h2a,
      ← Ioc_union_Ioi_eq_Ioi hu.le,
      setIntegral_union (Set.Ioc_disjoint_Ioi le_rfl) measurableSet_Ioi iN iF,
      setIntegral_congr_fun measurableSet_Ioc near, setIntegral_congr_fun measurableSet_Ioi far,
      ← intervalIntegral.integral_of_le hu.le, poly, integral_quad_exp h2a, mul_zero (-(2 * a)),
      Real.exp_zero]
    linear_combination (1 / a / (2 * a) * u ^ 2 + ((1 / a ^ 2 - u / a) / (2 * a) +
      2 * (1 / a) / (2 * a) ^ 2) * u + ((1 / a ^ 2 - u / a) / (2 * a) ^ 2 +
      2 * (1 / a) / (2 * a) ^ 3)) * e
  have alg : 2 / u * (u ^ 3 / (6 * a) + u ^ 2 / (2 * a ^ 2) + u / (2 * a ^ 3)) =
      (1 + a * u + (a * u) ^ 2 / 3) / a ^ 3 := by
    field_simp
    ring
  rw [total]
  linear_combination π * exp (-a * u) * alg
```

For a, u > 0 the theorem states

(2π/u) ∫₀^∞ r e^(−ar) ∫_|r−u|^(r+u) s e^(−as) ds dr = π e^(−au)(1 + au + (au)²/3)/a³.

The inner integral (`inner`) is

∫ₓ^y s e^(−as) ds = (x/a + 1/a²)e^(−ax) − (y/a + 1/a²)e^(−ay).

Multiply by r e^(−ar) and call the lower-limit term D(r). For 0 < r ≤ u (`near`),

D(r) = e^(−au)[−r²/a + (u/a + 1/a²)r],

which integrates to e^(−au)[u³/(6a) + u²/(2a²)]. For r > u (`far`),

D(r) = e^(au)[r²/a + (1/a² − u/a)r]e^(−2ar),

and the tail formula gives e^(−au)[3u/(4a³) + 1/(2a⁴)]. The upper-limit term, to be subtracted, is

e^(−au) ∫₀^∞ [r²/a + (u/a + 1/a²)r]e^(−2ar) dr = e^(−au)[u/(4a³) + 1/(2a⁴)].

Altogether (`total`),

e^(−au)[u³/(6a) + u²/(2a²) + u/(2a³)],

and multiplication by 2π/u gives the result. The tactic `linear_combination` checks such algebra from equations already proved, such as the rules for combining exponentials.

```lean
/-- Closed form, at separation `u > 0`, of the bipolar integral of two exponentials with decay
constant 2, which is the hydrogen density without its prefactor `1 / π`. -/
theorem hydrogen_bipolar_integral {u : ℝ} (hu : 0 < u) :
    2 * π / u * ∫ r in Ioi (0 : ℝ), r * exp (-2 * r) *
      ∫ s in |r - u|..(r + u), s * exp (-2 * s) =
    π * exp (-2 * u) * (1 + 2 * u + 4 * u ^ 2 / 3) / 8 := by
  rw [exponential_bipolar_integral two_pos hu]
  ring
```

With a = 2 the right-hand side is πe^(−2u)(1 + 2u + 4u²/3)/8. At u = 1 it is π × 0.13534 × 4.3333/8 ≈ 0.2303.

## The hole of the ion

```lean
/-- For a continuous spherical one-electron density and `u > 0`, the system-averaged exchange
hole is a double integral over the distances of two points from the nucleus. -/
theorem averagedHole_bipolar {ρ : ℝ → ℝ} (hρ : Continuous ρ) {u : ℝ} (hu : 0 < u) :
    averagedHole ρ u = -(2 * π / u * ∫ r in Ioi (0 : ℝ), r * ρ r *
      ∫ s in |r - u|..(r + u), s * ρ s) := by
  have h : ∀ r ∈ Ioi (0 : ℝ), r * ρ r * ∫ s in |r - u|..(r + u), s * ρ s =
      u * (r ^ 2 * ρ r * ∫ t in (-1 : ℝ)..1, ρ (√(r ^ 2 + u ^ 2 + 2 * r * u * t))) := by
    intro r hr
    rw [← bipolar_substitution hρ hr hu]
    ring
  rw [setIntegral_congr_fun measurableSet_Ioi h, integral_const_mul, averagedHole,
    ← mul_assoc, div_mul_cancel₀ _ hu.ne']
```

For continuous ρ and u > 0, the substitution turns the definition into

h(u) = −(2π/u) ∫₀^∞ r ρ(r) ∫_|r−u|^(r+u) s ρ(s) ds dr.

The factor ru from the substitution turns r² into r and leaves 1/u in front.

```lean
/-- Closed form of the system-averaged exchange hole of a one-electron ion with nuclear charge
`Z > 0`, at every separation `u ≥ 0`. -/
theorem averagedHole_hydrogenic {Z u : ℝ} (hZ : 0 < Z) (hu : 0 ≤ u) :
    averagedHole (hydrogenicDensity Z) u =
      -(Z ^ 3 / (8 * π) * exp (-(2 * Z) * u) * (1 + 2 * Z * u + 4 * (Z * u) ^ 2 / 3)) := by
  have hπ := Real.pi_pos
  have alg : (Z ^ 3 / π) ^ 2 * (π / (2 * Z) ^ 3) = Z ^ 3 / (8 * π) := by
    field_simp
    norm_num
  rcases hu.eq_or_lt with rfl | hu
  · -- on top of the electron the angular integral is trivial
    have h : ∀ r ∈ Ioi (0 : ℝ), r ^ 2 * hydrogenicDensity Z r * ∫ t in (-1 : ℝ)..1,
        hydrogenicDensity Z (√(r ^ 2 + 0 ^ 2 + 2 * r * 0 * t)) =
        (Z ^ 3 / π) ^ 2 * ((2 * r ^ 2 + 0 * r) * exp (-(4 * Z) * r)) := by
      intro r hr
      have e : exp (-(2 * Z) * r) * exp (-(2 * Z) * r) = exp (-(4 * Z) * r) := by
        rw [← Real.exp_add]; congr 1; ring
      have hs (t : ℝ) : √(r ^ 2 + 0 ^ 2 + 2 * r * 0 * t) = r := by
        rw [show r ^ 2 + 0 ^ 2 + 2 * r * 0 * t = r ^ 2 by ring, Real.sqrt_sq (le_of_lt hr)]
      simp only [hs, intervalIntegral.integral_const, smul_eq_mul, hydrogenicDensity]
      linear_combination 2 * r ^ 2 * (Z ^ 3 / π) ^ 2 * e
    rw [averagedHole, setIntegral_congr_fun measurableSet_Ioi h, integral_const_mul,
      integral_quad_exp (by positivity : 0 < 4 * Z), mul_zero (-(4 * Z)),
      mul_zero (-(2 * Z)), Real.exp_zero]
    linear_combination -alg
  · have hc : Continuous (hydrogenicDensity Z) := by
      unfold hydrogenicDensity
      fun_prop
    have h : ∀ r ∈ Ioi (0 : ℝ), r * hydrogenicDensity Z r *
        ∫ s in |r - u|..(r + u), s * hydrogenicDensity Z s =
        (Z ^ 3 / π) ^ 2 * (r * exp (-(2 * Z) * r) *
          ∫ s in |r - u|..(r + u), s * exp (-(2 * Z) * s)) := by
      intro r _
      simp only [hydrogenicDensity, mul_left_comm _ (Z ^ 3 / π),
        intervalIntegral.integral_const_mul]
      ring
    have K := exponential_bipolar_integral (by positivity : 0 < 2 * Z) hu
    rw [averagedHole_bipolar hc hu, setIntegral_congr_fun measurableSet_Ioi h,
      integral_const_mul]
    linear_combination -(Z ^ 3 / π) ^ 2 * K -
      exp (-(2 * Z) * u) * (1 + 2 * Z * u + 4 * (Z * u) ^ 2 / 3) * alg

end

end HydrogenExchangeHole
```

This is the formula for h(u) given at the start. For u > 0, set a = 2Z and restore the two density prefactors:

(Z³/π)² · π/(2Z)³ = Z³/(8π).

At u = 0 the proof returns to the definition. The root is r, the angular integral is 2ρ(r), and

h(0) = −4π ∫₀^∞ r²ρ(r)² dr = −4π (Z⁶/π²) · 2/(4Z)³ = −Z³/(8π).

For hydrogen, h(0) ≈ −0.0398 and h(1) ≈ −0.2303/π² ≈ −0.0233 electrons per cubic bohr.

The exchange energy follows from this hole by weighting it with the Coulomb repulsion. For hydrogen, a further integration by hand gives

E_x = 2π ∫₀^∞ u h(u) du = −(1/4)(1/4 + 1/2 + 1/2) = −5/16 hartree.

With error-function screening, the short-range exchange energy has an extra factor erfc(ωu) in the same integrand, where ω is the screening parameter.

```lean
#print axioms HydrogenExchangeHole.hydrogen_bipolar_integral
#print axioms HydrogenExchangeHole.averagedHole_hydrogenic
```

```
'HydrogenExchangeHole.hydrogen_bipolar_integral' depends on axioms: [propext, Classical.choice, Quot.sound]
'HydrogenExchangeHole.averagedHole_hydrogenic' depends on axioms: [propext, Classical.choice, Quot.sound]
```
